# A bound of order eps^(3/4) for the density cutoff in the VV10 double sum

On a finite grid with quadrature weights v_i ≥ 0 and densities n_i > 0, removing every point with n_i < eps lowers the magnitude of the VV10 double sum by an amount Δ that satisfies

0 ≤ Δ ≤ (3/(4c³)) eps^(3/4) (Σ_i v_i) (Σ_i v_i n_i^(3/4)).

The double sum and its denominator function are

E = (3/4) Σ_ij v_i v_j K_ij, K_ij = n_i n_j / (g_ij g_ji (g_ij + g_ji)),

g_ij = w_i R_ij² + c n_i^(1/6).

Here R_ij is the distance between points, w_i ≥ 0 is the local response frequency, and eps ≥ 0. The constant c > 0 contains the parameter that damps the interaction at short range.

## Skipping low-density points in a VV10 code

The double sum costs a time quadratic in the number of grid points, so a code may discard low-density points first. For a fixed density on a finite grid, the bound limits the part of the double sum lost this way, using two single sums. It grows with Σ_i v_i, the integration volume, so a grid reaching further into the vacuum weakens it.

## From the pair term to the threshold

Write a = n_i^(1/6) and b = n_j^(1/6). The distance terms are nonnegative, so g_ij ≥ ca and g_ji ≥ cb. With a + b ≥ 2√(ab),

g_ij g_ji (g_ij + g_ji) ≥ c³ab(a + b) ≥ 2c³(ab)^(3/2) = 2c³(n_i n_j)^(1/4),

and therefore

K_ij ≤ n_i^(3/4) n_j^(3/4) / (2c³).

Let D be the set of dropped points, S the set of kept points, and P_ij = v_i v_j K_ij. Exchanging i and j leaves P_ij unchanged, even if R is not symmetric. Since P_ij ≥ 0,

Δ = (3/4) (2 Σ_{i∈D, j∈S} P_ij + Σ_{i∈D, j∈D} P_ij) ≥ 0,

Δ ≤ (3/2) Σ_{i∈D} Σ_j P_ij.

For i in D, n_i^(3/4) ≤ eps^(3/4). Inserting the pair bound gives

Δ ≤ (3/(4c³)) eps^(3/4) (Σ_{i∈D} v_i) (Σ_j v_j n_j^(3/4)).

Extending the sum over D to the whole grid gives the result.

Using a + b ≥ b instead yields K_ij ≤ a⁵b⁴/c³ = n_i^(5/6) n_j^(2/3)/c³, and the same summation gives

Δ ≤ (3/(2c³)) eps^(5/6) (Σ_i v_i) (Σ_i v_i n_i^(2/3)).

A code can evaluate both bounds and take the smaller.

## The bounds in Lean

```lean
import Mathlib

open Finset

namespace VV10DensityThreshold

noncomputable section

variable {ι : Type*}

/-- The VV10 function `g_ij = w_i R_ij² + c n_i^(1/6)`. -/
def g (c : ℝ) (n w : ι → ℝ) (R : ι → ι → ℝ) (i j : ι) : ℝ :=
  w i * R i j ^ 2 + c * n i ^ (1 / 6 : ℝ)

/-- The pair term `n_i n_j / (g_ij g_ji (g_ij + g_ji))`, meant for positive `g_ij` and `g_ji`. -/
def pairTerm (c : ℝ) (n w : ι → ℝ) (R : ι → ι → ℝ) (i j : ι) : ℝ :=
  n i * n j / (g c n w R i j * g c n w R j i * (g c n w R i j + g c n w R j i))

/-- The VV10 double sum, taken with a positive sign, over the grid points in `s`, with quadrature
weights `v`; its domain is that of the pair term. -/
def energy (c : ℝ) (v n w : ι → ℝ) (R : ι → ι → ℝ) (s : Finset ι) : ℝ :=
  3 / 4 * ∑ i ∈ s, ∑ j ∈ s, v i * v j * pairTerm c n w R i j

/-- The grid points whose density reaches the threshold. -/
def kept [Fintype ι] (eps : ℝ) (n : ι → ℝ) : Finset ι := univ.filter fun i => eps ≤ n i

/-- The grid points whose density lies below the threshold. -/
def dropped [Fintype ι] (eps : ℝ) (n : ι → ℝ) : Finset ι := univ.filter fun i => n i < eps

/-- The fractional powers of a positive density used here are integer powers of one positive
number, its twelfth root. -/
theorem twelfth_root {t : ℝ} (ht : 0 < t) : ∃ x : ℝ, 0 < x ∧ t = x ^ 12 ∧
    t ^ (1 / 6 : ℝ) = x ^ 2 ∧ t ^ (3 / 4 : ℝ) = x ^ 9 ∧
    t ^ (5 / 6 : ℝ) = x ^ 10 ∧ t ^ (2 / 3 : ℝ) = x ^ 8 := by
  refine ⟨t ^ (1 / 12 : ℝ), Real.rpow_pos_of_pos ht _, ?_, ?_, ?_, ?_, ?_⟩ <;>
  · rw [← Real.rpow_natCast, ← Real.rpow_mul ht.le]
    norm_num

/-- For `c > 0`, positive densities and `w ≥ 0`, the denominator of the pair term is at least
its value without the distance terms. -/
theorem denominator_ge {c : ℝ} {n w : ι → ℝ} (R : ι → ι → ℝ) (hc : 0 < c)
    (hn : ∀ i, 0 < n i) (hw : ∀ i, 0 ≤ w i) (i j : ι) :
    c ^ 3 * (n i ^ (1 / 6 : ℝ) * n j ^ (1 / 6 : ℝ) * (n i ^ (1 / 6 : ℝ) + n j ^ (1 / 6 : ℝ)))
      ≤ g c n w R i j * g c n w R j i * (g c n w R i j + g c n w R j i) := by
  have p : ∀ k, 0 < c * n k ^ (1 / 6 : ℝ) := fun k => mul_pos hc (Real.rpow_pos_of_pos (hn k) _)
  have h : ∀ k l, c * n k ^ (1 / 6 : ℝ) ≤ g c n w R k l := by
    intro k l
    have := mul_nonneg (hw k) (sq_nonneg (R k l))
    unfold g
    linarith
  calc _ = (c * n i ^ (1 / 6 : ℝ)) * (c * n j ^ (1 / 6 : ℝ)) *
        (c * n i ^ (1 / 6 : ℝ) + c * n j ^ (1 / 6 : ℝ)) := by ring
    _ ≤ _ := mul_le_mul (mul_le_mul (h i j) (h j i) (p j).le ((p i).le.trans (h i j)))
        (add_le_add (h i j) (h j i)) (add_pos (p i) (p j)).le
        (mul_nonneg ((p i).le.trans (h i j)) ((p j).le.trans (h j i)))

/-- For `c > 0`, positive densities and `w ≥ 0`, the pair term is at most
`n_i^(3/4) n_j^(3/4) / (2c³)`, whatever the distance. -/
theorem pairTerm_le {c : ℝ} {n w : ι → ℝ} (R : ι → ι → ℝ) (hc : 0 < c)
    (hn : ∀ i, 0 < n i) (hw : ∀ i, 0 ≤ w i) (i j : ι) :
    pairTerm c n w R i j ≤ 1 / (2 * c ^ 3) * (n i ^ (3 / 4 : ℝ) * n j ^ (3 / 4 : ℝ)) := by
  obtain ⟨x, hx, x1, x2, x3, -, -⟩ := twelfth_root (hn i)
  obtain ⟨y, hy, y1, y2, y3, -, -⟩ := twelfth_root (hn j)
  have h := denominator_ge R hc hn hw i j
  rw [x2, y2] at h
  -- arithmetic-geometric mean inequality for the sum in the denominator
  have key : 2 * c ^ 3 * (x ^ 3 * y ^ 3) ≤ c ^ 3 * (x ^ 2 * y ^ 2 * (x ^ 2 + y ^ 2)) := by
    have : 0 ≤ c ^ 3 * x ^ 2 * y ^ 2 * (x - y) ^ 2 := by positivity
    linarith
  have hK : 1 / (2 * c ^ 3) * (2 * c ^ 3) = 1 := one_div_mul_cancel (by positivity)
  unfold pairTerm
  rw [x3, y3, div_le_iff₀ (lt_of_lt_of_le (by positivity) h), x1, y1]
  calc x ^ 12 * y ^ 12
      = 1 / (2 * c ^ 3) * (x ^ 9 * y ^ 9) * (2 * c ^ 3 * (x ^ 3 * y ^ 3)) := by
        linear_combination (-(x ^ 12 * y ^ 12)) * hK
    _ ≤ _ := mul_le_mul_of_nonneg_left (key.trans h) (by positivity)

/-- For `c > 0`, positive densities and nonnegative `v`, `w`, the cutoff never raises the double sum
`energy`, and the loss is at most twice the part with the first point dropped and the second
anywhere. -/
theorem cutoff_error_bounds [Fintype ι] {c : ℝ} {v n w : ι → ℝ} (R : ι → ι → ℝ) (eps : ℝ)
    (hc : 0 < c) (hv : ∀ i, 0 ≤ v i) (hn : ∀ i, 0 < n i) (hw : ∀ i, 0 ≤ w i) :
    0 ≤ energy c v n w R univ - energy c v n w R (kept eps n) ∧
    energy c v n w R univ - energy c v n w R (kept eps n) ≤
      3 / 2 * ∑ i ∈ dropped eps n, ∑ j, v i * v j * pairTerm c n w R i j := by
  obtain ⟨f, hf⟩ : ∃ f : ι → ι → ℝ, ∀ i j, f i j = v i * v j * pairTerm c n w R i j :=
    ⟨_, fun _ _ => rfl⟩
  have f0 : ∀ i j, 0 ≤ f i j := by
    intro i j
    have hi := hn i
    have hj := hn j
    rw [hf]
    exact mul_nonneg (mul_nonneg (hv i) (hv j)) (div_nonneg (by positivity)
      (le_trans (by positivity) (denominator_ge R hc hn hw i j)))
  have fs : ∀ i j, f i j = f j i := by
    intro i j
    have : pairTerm c n w R i j = pairTerm c n w R j i := by
      unfold pairTerm
      rw [mul_comm (n i) (n j), mul_comm (g c n w R i j) (g c n w R j i),
        add_comm (g c n w R i j) (g c n w R j i)]
    rw [hf, hf, this]
    ring
  -- every grid sum splits into kept and dropped points
  have split : ∀ h : ι → ℝ, ∑ i, h i = ∑ i ∈ kept eps n, h i + ∑ i ∈ dropped eps n, h i := by
    intro h
    rw [kept, dropped, sum_filter, sum_filter, ← sum_add_distrib]
    refine sum_congr rfl fun i _ => ?_
    rcases lt_or_ge (n i) eps with hi | hi
    · simp [hi, not_le.mpr hi]
    · simp [hi, not_lt.mpr hi]
  have s1 := split fun i => ∑ j, f i j
  have s2 : ∑ i ∈ kept eps n, ∑ j, f i j = ∑ i ∈ kept eps n, ∑ j ∈ kept eps n, f i j +
      ∑ i ∈ kept eps n, ∑ j ∈ dropped eps n, f i j := by
    rw [← sum_add_distrib]
    exact sum_congr rfl fun i _ => split (f i)
  have s3 : ∑ i ∈ kept eps n, ∑ j ∈ dropped eps n, f i j =
      ∑ i ∈ dropped eps n, ∑ j ∈ kept eps n, f i j :=
    sum_comm.trans (sum_congr rfl fun i _ => sum_congr rfl fun j _ => fs j i)
  have s4 : ∑ i ∈ dropped eps n, ∑ j ∈ kept eps n, f i j ≤ ∑ i ∈ dropped eps n, ∑ j, f i j :=
    sum_le_sum fun i _ => sum_le_sum_of_subset_of_nonneg (subset_univ _) fun j _ _ => f0 i j
  have s5 : 0 ≤ ∑ i ∈ dropped eps n, ∑ j ∈ kept eps n, f i j :=
    sum_nonneg fun i _ => sum_nonneg fun j _ => f0 i j
  simp only [energy, ← hf]
  constructor <;> linarith

/-- With `c > 0`, positive densities, nonnegative `v`, `w`, `eps` and `p, C ≥ 0`, a pair bound
`C n_i^p n_j^q` makes the cutoff error at most `(3/2) C eps^p (∑ v_i) (∑ v_i n_i^q)`. -/
theorem cutoff_error_of_pair_bound [Fintype ι] {c eps p q C : ℝ} {v n w : ι → ℝ}
    (R : ι → ι → ℝ) (hc : 0 < c) (he : 0 ≤ eps) (hv : ∀ i, 0 ≤ v i) (hn : ∀ i, 0 < n i)
    (hw : ∀ i, 0 ≤ w i) (hp : 0 ≤ p) (hC : 0 ≤ C)
    (hpair : ∀ i j, pairTerm c n w R i j ≤ C * (n i ^ p * n j ^ q)) :
    energy c v n w R univ - energy c v n w R (kept eps n) ≤
      3 / 2 * C * eps ^ p * (∑ i, v i) * ∑ i, v i * n i ^ q := by
  have T0 : 0 ≤ C * eps ^ p * ∑ j, v j * n j ^ q :=
    mul_nonneg (mul_nonneg hC (Real.rpow_nonneg he p))
      (sum_nonneg fun j _ => mul_nonneg (hv j) (Real.rpow_nonneg (hn j).le q))
  -- the threshold enters through the density of the dropped point
  have row : ∀ i ∈ dropped eps n, ∑ j, v i * v j * pairTerm c n w R i j ≤
      v i * (C * eps ^ p * ∑ j, v j * n j ^ q) := by
    intro i hi
    have hpow : n i ^ p ≤ eps ^ p :=
      Real.rpow_le_rpow (hn i).le (mem_filter.mp hi).2.le hp
    rw [mul_sum, mul_sum]
    refine sum_le_sum fun j _ => ?_
    calc v i * v j * pairTerm c n w R i j ≤ v i * v j * (C * (eps ^ p * n j ^ q)) :=
          mul_le_mul_of_nonneg_left ((hpair i j).trans (mul_le_mul_of_nonneg_left
            (mul_le_mul_of_nonneg_right hpow (Real.rpow_nonneg (hn j).le q)) hC))
            (mul_nonneg (hv i) (hv j))
      _ = _ := by ring
  have s1 := sum_le_sum row
  have s2 : ∑ i ∈ dropped eps n, v i * (C * eps ^ p * ∑ j, v j * n j ^ q) ≤
      ∑ i, v i * (C * eps ^ p * ∑ j, v j * n j ^ q) :=
    sum_le_sum_of_subset_of_nonneg (subset_univ _) fun i _ _ => mul_nonneg (hv i) T0
  rw [← sum_mul univ] at s2
  have s3 := (cutoff_error_bounds R eps hc hv hn hw).2
  linarith

/-- **Density threshold error of VV10.** For `c > 0`, positive densities and nonnegative `v`, `w`,
`eps`, dropping the points with `n_i < eps` lowers the double sum `energy` by at most
`(3/(4c³)) eps^(3/4) (∑ v_i) (∑ v_i n_i^(3/4))`, and never raises it. -/
theorem density_threshold_error [Fintype ι] {c eps : ℝ} {v n w : ι → ℝ} (R : ι → ι → ℝ)
    (hc : 0 < c) (he : 0 ≤ eps) (hv : ∀ i, 0 ≤ v i) (hn : ∀ i, 0 < n i) (hw : ∀ i, 0 ≤ w i) :
    0 ≤ energy c v n w R univ - energy c v n w R (kept eps n) ∧
    energy c v n w R univ - energy c v n w R (kept eps n) ≤
      3 / (4 * c ^ 3) * eps ^ (3 / 4 : ℝ) * (∑ i, v i) * ∑ i, v i * n i ^ (3 / 4 : ℝ) := by
  refine ⟨(cutoff_error_bounds R eps hc hv hn hw).1, ?_⟩
  exact (cutoff_error_of_pair_bound R hc he hv hn hw (by norm_num) (by positivity)
    (pairTerm_le R hc hn hw)).trans_eq (by ring)

/-- For `c > 0`, positive densities and nonnegative `v`, `w`, `eps`, the cutoff error is at most
`(3/(2c³)) eps^(5/6) (∑ v_i) (∑ v_i n_i^(2/3))`, a higher power of the threshold. -/
theorem density_threshold_error_five_sixths [Fintype ι] {c eps : ℝ} {v n w : ι → ℝ}
    (R : ι → ι → ℝ) (hc : 0 < c) (he : 0 ≤ eps) (hv : ∀ i, 0 ≤ v i) (hn : ∀ i, 0 < n i)
    (hw : ∀ i, 0 ≤ w i) :
    energy c v n w R univ - energy c v n w R (kept eps n) ≤
      3 / (2 * c ^ 3) * eps ^ (5 / 6 : ℝ) * (∑ i, v i) * ∑ i, v i * n i ^ (2 / 3 : ℝ) := by
  refine (cutoff_error_of_pair_bound (p := 5 / 6) (q := 2 / 3) (C := 1 / c ^ 3) R hc he hv hn hw
    (by norm_num) (by positivity) fun i j => ?_).trans_eq (by ring)
  obtain ⟨x, hx, x1, x2, -, x4, -⟩ := twelfth_root (hn i)
  obtain ⟨y, hy, y1, y2, -, -, y5⟩ := twelfth_root (hn j)
  have h := denominator_ge R hc hn hw i j
  rw [x2, y2] at h
  -- keep only the contribution of point j in the sum
  have key : c ^ 3 * (x ^ 2 * y ^ 4) ≤ c ^ 3 * (x ^ 2 * y ^ 2 * (x ^ 2 + y ^ 2)) := by
    have : 0 ≤ c ^ 3 * x ^ 4 * y ^ 2 := by positivity
    linarith
  have hK : 1 / c ^ 3 * c ^ 3 = 1 := one_div_mul_cancel (by positivity)
  unfold pairTerm
  rw [x4, y5, div_le_iff₀ (lt_of_lt_of_le (by positivity) h), x1, y1]
  calc x ^ 12 * y ^ 12 = 1 / c ^ 3 * (x ^ 10 * y ^ 8) * (c ^ 3 * (x ^ 2 * y ^ 4)) := by
        linear_combination (-(x ^ 12 * y ^ 12)) * hK
    _ ≤ _ := mul_le_mul_of_nonneg_left (key.trans h) (by positivity)

/-- On a grid of one point with density `0 < t < eps`, zero self-distance and `c > 0`, the error
is exactly half of `(3/(4c³)) t^(3/4) v (v t^(3/4))`. -/
theorem one_point_error {c eps t : ℝ} (v w : ℝ) (hc : 0 < c) (ht : 0 < t) (h : t < eps) :
    energy c (fun _ : Unit => v) (fun _ => t) (fun _ => w) (fun _ _ => 0) univ -
      energy c (fun _ : Unit => v) (fun _ => t) (fun _ => w) (fun _ _ => 0)
        (kept eps fun _ => t) =
      1 / 2 * (3 / (4 * c ^ 3) * t ^ (3 / 4 : ℝ) * v * (v * t ^ (3 / 4 : ℝ))) := by
  have hk : kept eps (fun _ : Unit => t) = ∅ := by
    rw [kept, filter_eq_empty_iff]
    intro _ _
    exact not_le.mpr h
  obtain ⟨x, hx, x1, x2, x3, -, -⟩ := twelfth_root ht
  rw [hk]
  simp only [energy, pairTerm, g, univ_unique, sum_singleton, sum_empty]
  rw [x2, x3, x1]
  have hd : (w * 0 ^ 2 + c * x ^ 2) * (w * 0 ^ 2 + c * x ^ 2) *
      (w * 0 ^ 2 + c * x ^ 2 + (w * 0 ^ 2 + c * x ^ 2)) = 2 * c ^ 3 * x ^ 6 := by ring
  rw [hd]
  field_simp
  ring

end

end VV10DensityThreshold
```

```lean
#print axioms VV10DensityThreshold.cutoff_error_of_pair_bound
-- 'VV10DensityThreshold.cutoff_error_of_pair_bound' depends on axioms: [propext, Classical.choice, Quot.sound]
#print axioms VV10DensityThreshold.density_threshold_error
-- 'VV10DensityThreshold.density_threshold_error' depends on axioms: [propext, Classical.choice, Quot.sound]
#print axioms VV10DensityThreshold.density_threshold_error_five_sixths
-- 'VV10DensityThreshold.density_threshold_error_five_sixths' depends on axioms: [propext, Classical.choice, Quot.sound]
#print axioms VV10DensityThreshold.one_point_error
-- 'VV10DensityThreshold.one_point_error' depends on axioms: [propext, Classical.choice, Quot.sound]
```

## Reading the statement and its proof

The finite type `ι` labels the grid points, and `v`, `n`, `w` and `R` are arbitrary real data subject to the stated signs. `energy` is the double sum E, which enters the VV10 energy with a minus sign, beside a local term proportional to the electron number. `kept` includes points with density exactly eps. `density_threshold_error` states both sides of the first bound, and `density_threshold_error_five_sixths` states the second.

`twelfth_root` turns the fractional powers into integer powers of x = n_i^(1/12) and y = n_j^(1/12). In `pairTerm_le`, the inequality for a + b then becomes (x − y)² ≥ 0, applied to the estimate from `denominator_ge`. `cutoff_error_bounds` splits the double sum into kept and dropped points, and `cutoff_error_of_pair_bound` inserts the threshold row by row.

`one_point_error` treats a single dropped point of density t and weight v, with zero self-distance:

Δ = (3/(8c³)) v² t^(3/2).

With v ≠ 0, letting t rise to eps and then eps fall to zero shows, by a short argument outside the Lean code, that no higher power of eps can stand beside the same two sums with a constant that depends only on c.

## Negative weights and other limits

Some angular quadrature rules have negative weights, and a nonnegative total weight is not enough for either side of the bound. Take two points with c = 1, w_1 = w_2 = 0, n_1 = 1, n_2 = 1/64, v_1 = 1 and v_2 = −1. The upper bound is then zero for every eps. The pair terms are K_11 = 1/2, K_12 = 1/48 and K_22 = 1/1024. Zero frequencies are a simplification, since VV10 gives w_i > 0 at positive density; by continuity, both failures below persist for any fixed positive frequencies when the two points are close enough together.

- With eps = 1/2 only the second point is dropped, and Δ = −125/4096: the cutoff raises the magnitude.
- With eps = 2 both points are dropped, and Δ = 1411/4096, above the bound of zero.

The theorems concern real numbers and a given density. They do not address rounding, quadrature error, the local term of the functional, the potential, or the change of a self-consistent density caused by the cutoff. A point whose density has underflowed to zero has the undefined self-term 0/0 and lies outside the theorems, which assume positive densities; such points should be removed first.
